# A two-wave crystal with potential 2V cos 2gz, cut at z = 0, has a surface state exactly when V < 0, if the vacuum level exceeds g² + |V|

Whether an electron can be trapped at a crystal surface depends on joining a wave that decays into the crystal to one that decays into the vacuum, and with only two plane waves kept inside, one must first choose what "solves the Schrödinger equation" means. Here the third harmonic generated by the potential is removed, and the remaining equation is required to hold exactly.

The crystal fills z < 0 and has potential 2V cos 2gz, with g > 0 the zone-boundary wave number. The vacuum z > 0 has constant potential W. Units are ħ²/2m = 1.

```lean
import Mathlib

open Real

namespace TwoWaveSurfaceState

noncomputable section

/-- The two-wave crystal function `exp(qz) cos(gz + d)`, with growth rate `q` and phase `d`. -/
def crystalWave (g q d z : ℝ) : ℝ := exp (q * z) * cos (g * z + d)
```

The crystal wave is ψ(z) = exp(qz) cos(gz + d), with real phase d. For q > 0 it decays into the crystal.

```lean
/-- The vacuum function `A exp(-√(W - E) z)` at energy `E`, for a vacuum level `W ≥ E`. -/
def vacuumTail (W E A z : ℝ) : ℝ := A * exp (-Real.sqrt (W - E) * z)
```

The vacuum tail has amplitude A and decay rate κ = √(W − E), where E is the energy.

```lean
/-- The Schrödinger equation `-ψ'' + 2V cos(2gz) ψ = Eψ` for the crystal wave, in the two-wave
approximation: the harmonic `cos(3gz + d)` generated by the potential is discarded. -/
def IsTwoWaveState (g V q d E : ℝ) : Prop :=
  ∀ z, -deriv (deriv (crystalWave g q d)) z + 2 * V * cos (2 * g * z) * crystalWave g q d z
    = E * crystalWave g q d z + V * (exp (q * z) * cos (3 * g * z + d))
```

A `Prop` is a statement, here an equation for every real z. Since

2 cos 2gz cos(gz + d) = cos(3gz + d) + cos(gz − d),

the last term on the right of the Lean equation cancels the third harmonic. Neglecting that harmonic is an approximation that the hypotheses do not justify: it needs a potential weak compared with g², and no smallness of V is assumed.

```lean
/-- A surface state: a two-wave state decaying into the crystal `z < 0`, with energy below the
vacuum level, whose value and slope at `z = 0` agree with those of a vacuum tail. -/
def IsSurfaceState (g V W q d E : ℝ) : Prop :=
  0 < q ∧ E < W ∧ IsTwoWaveState g V q d E ∧
    ∃ A, crystalWave g q d 0 = vacuumTail W E A 0 ∧
      deriv (crystalWave g q d) 0 = deriv (vacuumTail W E A) 0
```

The symbol `∧` means "and". Value and slope must agree at z = 0 for some A. The crystal wave has amplitude 1 and the state is not normalised, as a common factor does not affect the matching.

```lean
/-- The slope of the crystal wave. -/
theorem hasDerivAt_crystalWave (g q d z : ℝ) : HasDerivAt (crystalWave g q d)
    (exp (q * z) * (q * cos (g * z + d) - g * sin (g * z + d))) z := by
  have h1 : HasDerivAt (fun x : ℝ => q * x) q z :=
    ((hasDerivAt_id' z).const_mul q).congr_deriv (mul_one q)
  have h2 : HasDerivAt (fun x : ℝ => g * x + d) g z :=
    (((hasDerivAt_id' z).const_mul g).add_const d).congr_deriv (mul_one g)
  exact (h1.exp.fun_mul h2.cos).congr_deriv (by ring)
```

`HasDerivAt` says that the derivative exists and has the stated value:

ψ′ = exp(qz) [q cos(gz + d) − g sin(gz + d)].

```lean
/-- For `g > 0`, the two-wave Schrödinger equation holds exactly when the phase fixes the decay
rate by `2qg = -V sin 2d` and the energy by `E = g² - q² + V cos 2d`. -/
theorem isTwoWaveState_iff {g V q d E : ℝ} (hg : 0 < g) : IsTwoWaveState g V q d E ↔
    2 * q * g = -V * sin (2 * d) ∧ E = g ^ 2 - q ^ 2 + V * cos (2 * d) := by
  have hd2 : ∀ z, deriv (deriv (crystalWave g q d)) z = exp (q * z) *
      ((q ^ 2 - g ^ 2) * cos (g * z + d) - 2 * q * g * sin (g * z + d)) := by
    intro z
    have h1 : HasDerivAt (fun x : ℝ => q * x) q z :=
      ((hasDerivAt_id' z).const_mul q).congr_deriv (mul_one q)
    have h2 : HasDerivAt (fun x : ℝ => g * x + d) g z :=
      (((hasDerivAt_id' z).const_mul g).add_const d).congr_deriv (mul_one g)
    rw [funext fun x => (hasDerivAt_crystalWave g q d x).deriv]
    exact ((h1.exp.fun_mul ((h2.cos.const_mul q).fun_sub
      (h2.sin.const_mul g))).congr_deriv (by ring)).deriv
  -- the residual of the wave equation contains only the two retained waves
  have res : ∀ z, -deriv (deriv (crystalWave g q d)) z
      + 2 * V * cos (2 * g * z) * crystalWave g q d z
      - (E * crystalWave g q d z + V * (exp (q * z) * cos (3 * g * z + d)))
      = exp (q * z) * ((g ^ 2 - q ^ 2 + V * cos (2 * d) - E) * cos (g * z + d)
        + (2 * q * g + V * sin (2 * d)) * sin (g * z + d)) := by
    intro z
    have e1 : cos (3 * g * z + d) = cos (2 * g * z) * cos (g * z + d)
        - sin (2 * g * z) * sin (g * z + d) := by
      rw [← Real.cos_add]; ring_nf
    have e2 : cos (g * z + d) * cos (2 * d) + sin (g * z + d) * sin (2 * d)
        = cos (2 * g * z) * cos (g * z + d) + sin (2 * g * z) * sin (g * z + d) := by
      rw [← Real.cos_sub, ← Real.cos_sub]; ring_nf
    rw [hd2 z]
    unfold crystalWave
    linear_combination (-V * exp (q * z)) * e1 - V * exp (q * z) * e2
  constructor
  · intro h
    have r : ∀ t, (g ^ 2 - q ^ 2 + V * cos (2 * d) - E) * cos t
        + (2 * q * g + V * sin (2 * d)) * sin t = 0 := by
      intro t
      have ht : g * ((t - d) * g⁻¹) + d = t := by
        linear_combination (t - d) * mul_inv_cancel₀ hg.ne'
      have h0 := (res ((t - d) * g⁻¹)).symm.trans (sub_eq_zero.2 (h _))
      rw [ht] at h0
      exact (mul_eq_zero.1 h0).resolve_left (exp_pos _).ne'
    have r0 := r 0
    have r1 := r (π / 2)
    rw [Real.cos_zero, Real.sin_zero] at r0
    rw [Real.cos_pi_div_two, Real.sin_pi_div_two] at r1
    exact ⟨by linarith, by linarith⟩
  · rintro ⟨h1, h2⟩ z
    apply sub_eq_zero.1
    rw [res z]
    linear_combination exp (q * z) * sin (g * z + d) * h1 - exp (q * z) * cos (g * z + d) * h2
```

Write θ = gz + d. Differentiating again gives

ψ″ = exp(qz) [(q² − g²) cos θ − 2qg sin θ].

The retained potential term contains cos(gz − d) = cos θ cos 2d + sin θ sin 2d. The difference of the two sides, `res` in the proof, is therefore

exp(qz) [(g² − q² + V cos 2d − E) cos θ + (2qg + V sin 2d) sin θ].

It vanishes for all z exactly when both coefficients vanish. Lean picks the z that give θ = 0 and θ = π/2, which is possible because g > 0.

```lean
/-- For `g > 0`, a surface state is described by `q > 0`, `E < W`, the two bulk relations and
the matching condition `g sin d = (q + √(W - E)) cos d`. -/
theorem isSurfaceState_iff {g V W q d E : ℝ} (hg : 0 < g) : IsSurfaceState g V W q d E ↔
    0 < q ∧ E < W ∧ 2 * q * g = -V * sin (2 * d) ∧ E = g ^ 2 - q ^ 2 + V * cos (2 * d) ∧
      g * sin d = (q + Real.sqrt (W - E)) * cos d := by
  have hc : deriv (crystalWave g q d) 0 = q * cos d - g * sin d := by
    rw [(hasDerivAt_crystalWave g q d 0).deriv]; simp
  have hv : ∀ A, deriv (vacuumTail W E A) 0 = -Real.sqrt (W - E) * A := by
    intro A
    have h : HasDerivAt (fun x : ℝ => -Real.sqrt (W - E) * x) (-Real.sqrt (W - E)) 0 :=
      ((hasDerivAt_id' (0 : ℝ)).const_mul _).congr_deriv (mul_one _)
    have h' : HasDerivAt (vacuumTail W E A) (-Real.sqrt (W - E) * A) 0 :=
      (h.exp.const_mul A).congr_deriv (by simp only [mul_zero, Real.exp_zero]; ring)
    exact h'.deriv
  have hm : (∃ A, crystalWave g q d 0 = vacuumTail W E A 0 ∧
      deriv (crystalWave g q d) 0 = deriv (vacuumTail W E A) 0) ↔
      g * sin d = (q + Real.sqrt (W - E)) * cos d := by
    constructor
    · rintro ⟨A, h0, h1⟩
      have hA : cos d = A := by simpa [crystalWave, vacuumTail] using h0
      rw [hc, hv, ← hA] at h1
      linear_combination -h1
    · intro h
      refine ⟨cos d, by simp [crystalWave, vacuumTail], ?_⟩
      rw [hc, hv]
      linear_combination -h
  unfold IsSurfaceState
  rw [isTwoWaveState_iff hg, hm, and_assoc]
```

Equal values give A = cos d. Equal slopes give q cos d − g sin d = −κA, hence

g sin d = (q + κ) cos d.

```lean
/-- Matching to a decaying tail, `g sin d = p cos d` with `g, p > 0`, forces
`sin d cos d > 0`. -/
theorem sin_mul_cos_pos {g p d : ℝ} (hg : 0 < g) (hp : 0 < p)
    (h : g * sin d = p * cos d) : 0 < sin d * cos d := by
  have hc : cos d ≠ 0 := by
    intro h0
    rw [h0, mul_zero] at h
    have hs := (mul_eq_zero.1 h).resolve_left hg.ne'
    have h1 := Real.sin_sq_add_cos_sq d
    rw [hs, h0] at h1
    norm_num at h1
  have h2 : 0 < p * cos d ^ 2 := by positivity
  have h3 : g * (sin d * cos d) = p * cos d ^ 2 := by linear_combination cos d * h
  by_contra hn
  nlinarith [mul_nonneg hg.le (neg_nonneg.2 (not_lt.1 hn))]
```

Set p = q + κ > 0. If cos d were zero, sin d would be zero too, which is impossible. Multiplying the matching condition by cos d gives g sin d cos d = p cos² d > 0.

```lean
/-- For `g > 0`, a surface state requires `V < 0`. -/
theorem potential_neg {g V W q d E : ℝ} (hg : 0 < g) (h : IsSurfaceState g V W q d E) :
    V < 0 := by
  obtain ⟨hq, -, h1, -, h3⟩ := (isSurfaceState_iff hg).1 h
  have hsc := sin_mul_cos_pos hg (add_pos_of_pos_of_nonneg hq (Real.sqrt_nonneg _)) h3
  rw [Real.sin_two_mul] at h1
  by_contra hn
  nlinarith [mul_nonneg (not_lt.1 hn) hsc.le, mul_pos hq hg]
```

The first bulk relation reads qg = −V sin d cos d. The left side and sin d cos d are positive, so V < 0. No lower bound on W was used.

```lean
/-- For `g > 0` and a vacuum level `W > g² + |V|`, a surface state exists if and only if
`V < 0`. -/
theorem exists_surfaceState_iff {g V W : ℝ} (hg : 0 < g) (hW : g ^ 2 + |V| < W) :
    (∃ q d E, IsSurfaceState g V W q d E) ↔ V < 0 := by
  refine ⟨fun ⟨_, _, _, h⟩ => potential_neg hg h, fun hV => ?_⟩
  rw [abs_of_neg hV] at hW
  -- the mismatch at the surface changes sign as the phase runs from 0 to π/2
  obtain ⟨F, hF⟩ : ∃ F : ℝ → ℝ, F = fun d => g * sin d - (-V * sin (2 * d) / (2 * g)
      + Real.sqrt (W - (g ^ 2 - (-V * sin (2 * d) / (2 * g)) ^ 2 + V * cos (2 * d))))
      * cos d := ⟨_, rfl⟩
  have hcont : Continuous F := by rw [hF]; fun_prop
  have h0 : F 0 = -Real.sqrt (W - (g ^ 2 + V)) := by rw [hF]; simp
  have h1 : F (π / 2) = g := by rw [hF]; simp
  have hneg : F 0 < 0 := by
    rw [h0]; exact neg_neg_of_pos (Real.sqrt_pos.2 (by linarith))
  obtain ⟨d, ⟨hd0, hd1⟩, hd⟩ := intermediate_value_Ioo (by positivity : (0 : ℝ) ≤ π / 2)
    hcont.continuousOn ⟨hneg, by rw [h1]; exact hg⟩
  have hs : 0 < sin (2 * d) := Real.sin_pos_of_pos_of_lt_pi (by linarith) (by linarith)
  refine ⟨-V * sin (2 * d) / (2 * g), d, _, (isSurfaceState_iff hg).2 ⟨?_, ?_, ?_, rfl, ?_⟩⟩
  · exact div_pos (mul_pos (neg_pos.2 hV) hs) (by positivity)
  · nlinarith [sq_nonneg (-V * sin (2 * d) / (2 * g)),
      mul_nonneg (neg_pos.2 hV).le (by linarith [Real.neg_one_le_cos (2 * d)] :
        0 ≤ cos (2 * d) + 1)]
  · field_simp
  · rw [hF] at hd
    exact sub_eq_zero.1 hd
```

The hypothesis `hW` places the vacuum level above the upper edge g² + |V| of the two-wave gap. For V < 0, let the bulk relations define q and E as functions of d, and follow the mismatch

F(d) = g sin d − (q + κ) cos d.

Then F(0) = −√(W − g² − V) < 0 and F(π/2) = g > 0, so `intermediate_value_Ioo` supplies a zero with 0 < d < π/2. There sin 2d > 0, so q > 0, and E ≤ g² + |V| < W.

Physically, V < 0 means that the cut passes through a potential minimum; moving it by half a period reverses the sign. In this non-interacting, one-dimensional model, the termination thus decides whether a nearly-free-electron surface state exists.

```lean
/-- For `g > 0`, the weight `x = cos² d` of a surface state satisfies `0 < x ≤ 1` and `g² + Vx > 0`,
obeys the squared matching condition `g²(W - E)x = (1 - x)(g² + Vx)²`, and determines the decay rate
and the energy. -/
theorem weight_relations {g V W q d E : ℝ} (hg : 0 < g) (h : IsSurfaceState g V W q d E) :
    0 < cos d ^ 2 ∧ cos d ^ 2 ≤ 1 ∧ 0 < g ^ 2 + V * cos d ^ 2 ∧
    g ^ 2 * (W - E) * cos d ^ 2 = (1 - cos d ^ 2) * (g ^ 2 + V * cos d ^ 2) ^ 2 ∧
    q ^ 2 * g ^ 2 = V ^ 2 * cos d ^ 2 * (1 - cos d ^ 2) ∧
    g ^ 2 * E = g ^ 4 - V ^ 2 * cos d ^ 2 * (1 - cos d ^ 2)
      + g ^ 2 * V * (2 * cos d ^ 2 - 1) := by
  obtain ⟨hq, hW, h1, hE, h3⟩ := (isSurfaceState_iff hg).1 h
  have hk : 0 < Real.sqrt (W - E) := Real.sqrt_pos.2 (sub_pos.2 hW)
  have hk2 : Real.sqrt (W - E) ^ 2 = W - E := Real.sq_sqrt (sub_pos.2 hW).le
  have hsc := sin_mul_cos_pos hg (add_pos hq hk) h3
  have hc : cos d ≠ 0 := fun h0 => by rw [h0, mul_zero] at hsc; exact lt_irrefl _ hsc
  have hx : 0 < cos d ^ 2 := by positivity
  have hs2 : sin d ^ 2 = 1 - cos d ^ 2 := by linarith [Real.sin_sq_add_cos_sq d]
  rw [Real.sin_two_mul] at h1
  rw [Real.cos_two_mul] at hE
  -- eliminate the decay rate from the matching condition
  have key : g * Real.sqrt (W - E) * cos d = sin d * (g ^ 2 + V * cos d ^ 2) := by
    linear_combination -g * h3 - cos d / 2 * h1
  have hq2 : q ^ 2 * g ^ 2 = V ^ 2 * cos d ^ 2 * (1 - cos d ^ 2) := by
    linear_combination (q * g - V * sin d * cos d) / 2 * h1 + V ^ 2 * cos d ^ 2 * hs2
  refine ⟨hx, by nlinarith [sq_nonneg (sin d)], ?_, ?_, hq2, ?_⟩
  · have hp : 0 < g * Real.sqrt (W - E) * cos d ^ 2 := by positivity
    have he : g * Real.sqrt (W - E) * cos d ^ 2
        = sin d * cos d * (g ^ 2 + V * cos d ^ 2) := by linear_combination cos d * key
    by_contra hn
    nlinarith [mul_nonneg hsc.le (neg_nonneg.2 (not_lt.1 hn))]
  · rw [← hk2, ← hs2]
    linear_combination
      (g * Real.sqrt (W - E) * cos d + sin d * (g ^ 2 + V * cos d ^ 2)) * key
  · linear_combination g ^ 2 * hE - hq2
```

The "weight" x = cos² d is the share of cos gz, against sin gz, in the oscillating factor. Multiplying the matching condition by g and eliminating q gives

gκ cos d = sin d (g² + Vx).

Multiplying by cos d shows g² + Vx > 0; squaring gives

g²(W − E)x = (1 − x)(g² + Vx)².

The bulk relations become

q²g² = V²x(1 − x),
g²E = g⁴ − V²x(1 − x) + g²V(2x − 1).

As W → ∞ at fixed V < 0, the matching relation forces x → 0. Then q → 0 and E → g² + |V|: at a hard wall the state spreads into the crystal and merges with the upper band edge.

```lean
/-- For `g > 0`, any two surface states of the same crystal and vacuum level have the same
decay rate and the same energy. -/
theorem surfaceState_unique {g V W q d E q' d' E' : ℝ} (hg : 0 < g)
    (h : IsSurfaceState g V W q d E) (h' : IsSurfaceState g V W q' d' E') :
    q = q' ∧ E = E' := by
  have hV := potential_neg hg h
  -- a larger weight lowers the energy, but matching would demand a higher one
  have le : ∀ {q d E q' d' E' : ℝ}, IsSurfaceState g V W q d E →
      IsSurfaceState g V W q' d' E' → cos d ^ 2 ≤ cos d' ^ 2 := by
    intro q d E q' d' E' h h'
    obtain ⟨hx, hx1, hA, mx, -, ex⟩ := weight_relations hg h
    obtain ⟨hy, hy1, hB, my, -, ey⟩ := weight_relations hg h'
    have hW' : 0 < W - E' := sub_pos.2 h'.2.1
    generalize cos d ^ 2 = x at *
    generalize cos d' ^ 2 = y at *
    by_contra hn
    have hxy : 0 < x - y := sub_pos.2 (not_le.1 hn)
    have hVn : 0 < -V := neg_pos.2 hV
    have hE : 0 < g ^ 2 * (E' - E) := by
      have e : g ^ 2 * (E' - E)
          = (x - y) * -V * (-V + (g ^ 2 + V * x) + (g ^ 2 + V * y)) := by
        linear_combination ey - ex
      rw [e]
      exact mul_pos (mul_pos hxy hVn) (by linarith)
    have hAB : g ^ 2 + V * x ≤ g ^ 2 + V * y := by nlinarith [mul_pos hVn hxy]
    have hm : (1 - x) * (g ^ 2 + V * x) ^ 2 ≤ (1 - y) * (g ^ 2 + V * y) ^ 2 :=
      mul_le_mul (by linarith) (pow_le_pow_left₀ hA.le hAB 2) (sq_nonneg _) (by linarith)
    have p1 : 0 < g ^ 2 * (W - E') * (x - y) := by positivity
    have p2 := mul_pos hE hx
    nlinarith
  have hxy := le_antisymm (le h h') (le h' h)
  obtain ⟨-, -, -, -, hq, hE⟩ := weight_relations hg h
  obtain ⟨-, -, -, -, hq', hE'⟩ := weight_relations hg h'
  rw [hxy] at hq hE
  have hg2 : g ^ 2 ≠ 0 := by positivity
  exact ⟨(sq_eq_sq₀ h.1.le h'.1.le).1 (mul_right_cancel₀ hg2 (hq.trans hq'.symm)),
    mul_left_cancel₀ hg2 (hE.trans hE'.symm)⟩

end

end TwoWaveSurfaceState
```

Suppose two states had weights x > y, with energies E and E′. Subtracting the energy relations gives

g²(E′ − E) = (x − y)(−V)[−V + (g² + Vx) + (g² + Vy)] > 0.

So W − E > W − E′ > 0, and the left side of the matching relation is larger for x. Its right side is no larger, because both 1 − x and g² + Vx fall as x grows. This contradiction is the inner lemma `le`; using it in both directions gives x = y. Then E = E′, and q = q′ since both are positive. The phase is fixed only up to multiples of π, which at most change the sign of ψ.

```lean
#print axioms TwoWaveSurfaceState.isTwoWaveState_iff
#print axioms TwoWaveSurfaceState.exists_surfaceState_iff
#print axioms TwoWaveSurfaceState.surfaceState_unique
```

```
'TwoWaveSurfaceState.isTwoWaveState_iff' depends on axioms: [propext, Classical.choice, Quot.sound]
'TwoWaveSurfaceState.exists_surfaceState_iff' depends on axioms: [propext, Classical.choice, Quot.sound]
'TwoWaveSurfaceState.surfaceState_unique' depends on axioms: [propext, Classical.choice, Quot.sound]
```
